# For N orbitals in N + 1 orthonormal spin orbitals, the squared moduli of the cofactors sum to the Gram determinant

Let the columns of a complex matrix M hold the coefficients of N orbitals in N + 1 orthonormal spin orbitals. Up to sign, the cofactors of a column appended to M are the amplitudes of the orbitals' Slater determinant, each belonging to the configuration that leaves one spin orbital empty. `cofactorRow_norm` states that their squared moduli sum to det(M†M), the squared norm of that Slater determinant, which is 1 when the orbitals are orthonormal; they need be neither normalised nor linearly independent. The attempt applies the factorisation `gram_det` to the cofactor row and cancels the row's squared length. If that length is zero, it applies `gram_det` instead to a non-zero vector that annihilates the columns of M, which forces det(M†M) to vanish.

Lean 4 with Mathlib refuses this proof:

```lean
import Mathlib

open Matrix
open scoped ComplexOrder

namespace DysonOrbitalNorm

noncomputable section

variable {m ι κ : Type*} [Fintype m] [DecidableEq m] [Fintype κ] [DecidableEq κ]

/-- The orbital set `B` with one further orbital `v` appended as last column. -/
def withOrbital (B : Matrix ι κ ℂ) (v : ι → ℂ) : Matrix ι (κ ⊕ Unit) ℂ :=
  Matrix.of fun i => Sum.elim (B i) (fun _ => v i)

/-- The row of cofactors belonging to the column appended to `M`. -/
def cofactorRow (M : Matrix (κ ⊕ Unit) κ ℂ) : κ ⊕ Unit → ℂ :=
  (withOrbital M 0).adjugate (Sum.inr ())

/-- The determinant is linear in the appended column, with the cofactors as coefficients. -/
theorem det_withOrbital (M : Matrix (κ ⊕ Unit) κ ℂ) (v : κ ⊕ Unit → ℂ) :
    (withOrbital M v).det = cofactorRow M ⬝ᵥ v := by
  have h : withOrbital M v = (withOrbital M 0).updateCol (Sum.inr ()) v := by
    ext i j
    rcases j with j | j <;> simp [withOrbital]
  rw [h, ← Matrix.cramer_apply, Matrix.cramer_eq_adjugate_mulVec]
  rfl

/-- The cofactor row annihilates every column of `M`. -/
theorem cofactorRow_vecMul (M : Matrix (κ ⊕ Unit) κ ℂ) : cofactorRow M ᵥ* M = 0 := by
  ext j
  have h := det_withOrbital M (fun i => M i j)
  -- the appended column repeats column `j`
  rw [Matrix.det_zero_of_column_eq (i := Sum.inl j) (j := Sum.inr ()) (by simp)
    (fun k => by simp [withOrbital])] at h
  exact h.symm

/-- If `u` annihilates the columns of `M`, the Gram determinant of `M` with `star u` appended
factorises. -/
theorem gram_det (M : Matrix (κ ⊕ Unit) κ ℂ) (u : κ ⊕ Unit → ℂ) (hu : u ᵥ* M = 0) :
    star (withOrbital M (star u)).det * (withOrbital M (star u)).det
      = (Mᴴ * M).det * (u ⬝ᵥ star u) := by
  have hb : (withOrbital M (star u))ᴴ * withOrbital M (star u)
      = Matrix.fromBlocks (Mᴴ * M) (Matrix.of fun j (_ : Unit) => (Mᴴ *ᵥ star u) j) 0
        (Matrix.of fun (_ _ : Unit) => u ⬝ᵥ star u) := by
    ext i j
    rcases i with i | i <;> rcases j with j | j
    · simp [withOrbital, Matrix.mul_apply]
    · simp [withOrbital, Matrix.mul_apply, Matrix.mulVec, dotProduct]
    · have h := congrFun hu j
      simpa [withOrbital, Matrix.mul_apply, Matrix.vecMul, dotProduct] using h
    · simp [withOrbital, Matrix.mul_apply, dotProduct]
  rw [← Matrix.det_conjTranspose, ← Matrix.det_mul, hb, Matrix.det_fromBlocks_zero₂₁]
  congr 1
  simp [Matrix.det_unique]

/-- The squared length of the cofactor row is the Gram determinant of `M`. -/
theorem cofactorRow_norm (M : Matrix (κ ⊕ Unit) κ ℂ) :
    cofactorRow M ⬝ᵥ star (cofactorRow M) = (Mᴴ * M).det := by
  have h := gram_det M _ (cofactorRow_vecMul M)
  rw [det_withOrbital] at h
  have hs : star (cofactorRow M ⬝ᵥ star (cofactorRow M))
      = cofactorRow M ⬝ᵥ star (cofactorRow M) := by
    simp [dotProduct, mul_comm]
  rw [hs] at h
  by_cases h0 : cofactorRow M ⬝ᵥ star (cofactorRow M) = 0
  · -- degenerate case: test with a non-zero vector orthogonal to all columns
    have hc : cofactorRow M = 0 := dotProduct_star_self_eq_zero.1 h0
    have hd : (withOrbital M 0).det = 0 := by rw [det_withOrbital, hc, zero_dotProduct]
    obtain ⟨u, hu0, hu⟩ := Matrix.exists_vecMul_eq_zero_iff.2 hd
    have huM : u ᵥ* M = 0 := by
      ext j
      exact congrFun hu (Sum.inl j)
    have h2 := gram_det M u huM
    rw [det_withOrbital, hc, zero_dotProduct, mul_zero] at h2
    rcases mul_eq_zero.1 h2.symm with h3 | h3
    · rw [h0, h3]
    · exact absurd (dotProduct_star_self_eq_zero.1 h3) hu0
  · exact mul_right_cancel₀ h0 h

end

end DysonOrbitalNorm
```

The error:

```
Main.lean:68:66: error: (deterministic) timeout at `whnf`, maximum number of heartbeats (200000) has been reached

Note: Use `set_option maxHeartbeats <num>` to set the limit.

Hint: Additional diagnostic information may be available using the `set_option diagnostics true` command.
Main.lean:57:0: error: (deterministic) timeout at `whnf`, maximum number of heartbeats (200000) has been reached

Note: Use `set_option maxHeartbeats <num>` to set the limit.

Hint: Additional diagnostic information may be available using the `set_option diagnostics true` command.
```

Diagnosis. The first message points at `h0` in `dotProduct_star_self_eq_zero.1 h0`. The step is mathematically sound: a complex vector of zero length is zero. But Lean ran out of heartbeats while checking that `h0` is the hypothesis the lemma expects. That lemma is stated for a general class of ordered rings with a star operation, so its hypothesis has to be matched with `h0` over `ℂ`, and `whnf`, which unfolds definitions, did not finish. The message does not say which definitions it was unfolding. The second message reports the same timeout at the start of the theorem and names no separate fault.

The repair proves the fact as `hz`, directly for complex vectors: the squared norms of the entries sum to zero, so each entry is zero. The hypothesis of `hz` has the same form as `h0`, so `hz _ h0` only has to put `cofactorRow M` in place of `v`. The last change replaces the other use of the general lemma, for `u`, in the same way; no message points at that line.

The repair, with which the file compiles:

```diff
@@ -58,4 +58,14 @@
 theorem cofactorRow_norm (M : Matrix (κ ⊕ Unit) κ ℂ) :
     cofactorRow M ⬝ᵥ star (cofactorRow M) = (Mᴴ * M).det := by
+  -- a vector of zero length vanishes
+  have hz : ∀ v : κ ⊕ Unit → ℂ, v ⬝ᵥ star v = 0 → v = 0 := by
+    intro v hv
+    have hr : ∑ i, ‖v i‖ ^ 2 = 0 := by
+      refine Complex.ofReal_injective (Eq.trans ?_ (hv.trans Complex.ofReal_zero.symm))
+      simp [dotProduct, Complex.mul_conj']
+    funext i
+    have hi := (Finset.sum_eq_zero_iff_of_nonneg (fun i _ => sq_nonneg ‖v i‖)).1 hr i
+      (Finset.mem_univ i)
+    exact norm_eq_zero.1 (pow_eq_zero_iff two_ne_zero |>.1 hi)
   have h := gram_det M _ (cofactorRow_vecMul M)
   rw [det_withOrbital] at h
@@ -66,5 +76,5 @@
   by_cases h0 : cofactorRow M ⬝ᵥ star (cofactorRow M) = 0
   · -- degenerate case: test with a non-zero vector orthogonal to all columns
-    have hc : cofactorRow M = 0 := dotProduct_star_self_eq_zero.1 h0
+    have hc : cofactorRow M = 0 := hz _ h0
     have hd : (withOrbital M 0).det = 0 := by rw [det_withOrbital, hc, zero_dotProduct]
     obtain ⟨u, hu0, hu⟩ := Matrix.exists_vecMul_eq_zero_iff.2 hd
@@ -76,5 +86,5 @@
     rcases mul_eq_zero.1 h2.symm with h3 | h3
     · rw [h0, h3]
-    · exact absurd (dotProduct_star_self_eq_zero.1 h3) hu0
+    · exact absurd (hz u h3) hu0
   · exact mul_right_cancel₀ h0 h
 
```
